# The Coulomb virial relation at a differentiable point of a lower energy envelope

Suppose the energy of a system in a cubic box of side $L$ is minimised afresh at each $L$, and the pressure is wanted. Differentiating the minimum energy by the chain rule gives one term from the explicit dependence on $L$ and another from the motion of the minimizer. If the minimizer jumps there, or lives in a set where derivatives make no sense, the second term is undefined and this calculation stops.

The argument below avoids that term. It is for non-relativistic particles with Coulomb interactions, where stretching a state together with the box, nuclei included, makes its kinetic energy scale as $1/L^2$ and its Coulomb energy as $1/L$. Beyond this scaling it assumes three things: every state's energy curve lies on or above a function $E(L)$, $E$ is differentiable at the length in question, and some state's curve meets $E$ there. The kinetic and Coulomb energies of that state then determine the slope at that length.

## States and their energies in a stretched box

```lean
import Mathlib

open Filter Topology

namespace CoulombVirialEnvelope

noncomputable section

variable {X : Type*}
```

The first line loads Mathlib, Lean's mathematical library. The line to notice is `variable {X : Type*}`: the states form an arbitrary collection $X$, with no topology, dimension or linear structure. A derivative of the minimizer with respect to $L$ therefore cannot even be written down in general.

```lean
/-- Kinetic energy of the state `x` stretched to box length `L`. -/
def kinetic (T : X → ℝ) (x : X) (L : ℝ) : ℝ := T x / L ^ 2
```

Here `T : X → ℝ` assigns to each state $x$ a real number $T(x)$, its kinetic energy in the box of unit side. The definition reads

$$K_x(L) = \frac{T(x)}{L^2}.$$

The power of $L$ is that of non-relativistic kinetic energy. For $N$ particles, a normalised wave function $\psi(r)$ in the unit box is stretched to $L^{-3N/2}\psi(r/L)$, which is again normalised, and its two spatial derivatives contribute the factor $1/L^2$.

```lean
/-- Coulomb energy of the state `x` stretched to box length `L`. -/
def coulomb (U : X → ℝ) (x : X) (L : ℝ) : ℝ := U x / L
```

Likewise $U(x)$ is the Coulomb energy in the unit box, and

$$C_x(L) = \frac{U(x)}{L}.$$

This scaling holds when all charges, nuclei included, keep their positions relative to the box, so that every distance grows in proportion to $L$. A pseudopotential with a fixed core radius brings in a length of its own and does not fit this form.

Both scaling laws enter as definitions. The file contains no wave functions or Hamiltonians, and $T$ and $U$ may be any real functions on $X$.

```lean
/-- Total energy of the state `x` stretched to box length `L`. -/
def stateEnergy (T U : X → ℝ) (x : X) (L : ℝ) : ℝ :=
  kinetic T x L + coulomb U x L
```

The total energy of a fixed state is

$$e_x(L) = K_x(L) + C_x(L) = \frac{T(x)}{L^2} + \frac{U(x)}{L}.$$

In Lean, `stateEnergy T U x L` is this number, while `stateEnergy T U x`, with the last argument left off, is the whole curve as a function of $L$.

```lean
/-- At every positive box length, the value of `E` is at most the energy of every stretched state.
-/
def IsLowerEnvelope (E : ℝ → ℝ) (T U : X → ℝ) : Prop :=
  ∀ (x : X) (L : ℝ), 0 < L → E L ≤ stateEnergy T U x L
```

A `Prop` is a statement. This one says that $E(L) \le e_x(L)$ for every state $x$ and every $L > 0$. The minimum energy over all states is such a function, but the definition asks only for a lower bound. A state $x$ *touches* $E$ at $L$ if $E(L) = e_x(L)$. It is then a minimizer at that length, because no other state can have an energy below $E(L)$.

## The slope for one fixed state

```lean
/-- The energy of a fixed state changes with the box length at the rate
`-(2 E_kin + E_Coul) / L`. -/
theorem stateEnergy_hasDerivAt (T U : X → ℝ) (x : X) {L : ℝ} (hL : 0 < L) :
    HasDerivAt (stateEnergy T U x)
      (-(2 * kinetic T x L + coulomb U x L) / L) L := by
  have hL' : L ≠ 0 := hL.ne'
  have hp : HasDerivAt (fun y : ℝ => y ^ 2) (2 * L) L := by
    simpa using hasDerivAt_pow 2 L
  have h := ((hasDerivAt_const L (T x)).fun_div hp (pow_ne_zero 2 hL')).fun_add
    ((hasDerivAt_const L (U x)).fun_div (hasDerivAt_id' L) hL')
  refine HasDerivAt.congr_deriv h ?_
  simp only [kinetic, coulomb]
  field_simp
  ring
```

`HasDerivAt f f' L` says that the function $f$ has derivative $f'$ at $L$. The theorem is the elementary calculation, for $L > 0$,

$$\frac{d e_x}{dL} = -\frac{2T(x)}{L^3} - \frac{U(x)}{L^2} = -\frac{1}{L}\left(\frac{2T(x)}{L^2} + \frac{U(x)}{L}\right) = -\frac{2K_x(L) + C_x(L)}{L}.$$

The proof follows the same route. `hp` is the derivative of $L^2$, and `h` applies the quotient rule to each term and adds the results. The quotient rule delivers the slope in an unsimplified form, so `HasDerivAt.congr_deriv` leaves the task of showing that it equals the stated one. `field_simp` clears the denominators and `ring` checks the remaining algebra.

## The slope of the envelope

```lean
/-- Coulomb virial relation: where the lower envelope `E` is differentiable and touched by
the state `x₀`, `-L₀ E'(L₀)` is twice the kinetic energy plus the Coulomb energy of `x₀`. -/
theorem virial_of_envelope {E : ℝ → ℝ} {T U : X → ℝ} (hE : IsLowerEnvelope E T U)
    {x₀ : X} {L₀ E' : ℝ} (hL : 0 < L₀) (hx : E L₀ = stateEnergy T U x₀ L₀)
    (hd : HasDerivAt E E' L₀) :
    -L₀ * E' = 2 * kinetic T x₀ L₀ + coulomb U x₀ L₀ := by
  -- the gap between the fixed-state energy and the envelope is smallest at `L₀`
  have hmin : IsLocalMin (fun L => stateEnergy T U x₀ L - E L) L₀ := by
    filter_upwards [eventually_gt_nhds hL] with L hLpos
    have h := hE x₀ L hLpos
    show stateEnergy T U x₀ L₀ - E L₀ ≤ stateEnergy T U x₀ L - E L
    linarith
  -- so both curves have the same slope there
  have h0 := hmin.hasDerivAt_eq_zero ((stateEnergy_hasDerivAt T U x₀ hL).fun_sub hd)
  have hslope : E' = -(2 * kinetic T x₀ L₀ + coulomb U x₀ L₀) / L₀ := by linarith
  have hL' : L₀ ≠ 0 := hL.ne'
  rw [hslope]
  field_simp
```

The hypotheses are named in the statement. `hE` says that $E$ is a lower envelope, `hL` that $L_0 > 0$, `hx` that the state $x_0$ touches $E$ at $L_0$, and `hd` that $E$ has derivative $E'$ at $L_0$. Here $E'$ is a number, not a function. The conclusion is

$$-L_0 E' = 2K_{x_0}(L_0) + C_{x_0}(L_0) = \frac{2T(x_0)}{L_0^2} + \frac{U(x_0)}{L_0}.$$

By hand, keep the state $x_0$ fixed and consider the gap between its curve and the envelope,

$$g(L) = e_{x_0}(L) - E(L).$$

For $L > 0$ the envelope property gives $g(L) \ge 0$, and touching gives $g(L_0) = 0$. Since $L_0$ is positive, all nearby lengths on both sides are positive too, so $g$ has a local minimum at $L_0$. Both functions in the gap are differentiable there, hence $g'(L_0) = 0$, that is,

$$E' = \frac{d e_{x_0}}{dL}(L_0) = -\frac{2K_{x_0}(L_0) + C_{x_0}(L_0)}{L_0}.$$

Multiplying by $-L_0$ gives the result. Minimizers at other lengths never appear, so they may vary in any way at all.

In the proof, `hmin` is the local minimum. The `filter_upwards` line restricts attention to positive lengths near $L_0$, where `hE` applies, and `linarith` combines the inequality with the touching condition. `hmin.hasDerivAt_eq_zero` is the rule that the derivative vanishes at a local minimum. The last lines solve for $E'$ and multiply out.

Differentiability of $E$ is assumed, not derived, and so is the existence of a touching state.

## From slope to pressure

```lean
/-- Virial pressure in three dimensions: if `F` is the energy as a function of the volume
and `p = -dF/dV` at `V = L₀³`, then `3 p V = 2 E_kin + E_Coul` for a touching state. -/
theorem virial_pressure {F : ℝ → ℝ} {T U : X → ℝ}
    (hF : IsLowerEnvelope (fun L => F (L ^ 3)) T U)
    {x₀ : X} {L₀ p : ℝ} (hL : 0 < L₀) (hx : F (L₀ ^ 3) = stateEnergy T U x₀ L₀)
    (hp : HasDerivAt F (-p) (L₀ ^ 3)) :
    3 * p * L₀ ^ 3 = 2 * kinetic T x₀ L₀ + coulomb U x₀ L₀ := by
  have hcube : HasDerivAt (fun L : ℝ => L ^ 3) (3 * L₀ ^ 2) L₀ := by
    simpa using hasDerivAt_pow 3 L₀
  have hd : HasDerivAt (fun L => F (L ^ 3)) (-p * (3 * L₀ ^ 2)) L₀ :=
    HasDerivAt.comp L₀ hp hcube
  have h := virial_of_envelope hF hL hx hd
  linear_combination h
```

Now the energy is given as a function $F$ of the volume $V$, and the envelope is $L \mapsto F(L^3)$. The hypothesis `hp` says that $F$ has derivative $-p$ at $V = L_0^3$, which is the definition $p = -dF/dV$ of the pressure at zero temperature and fixed particle number. The chain rule gives

$$\frac{d}{dL}F(L^3)\Big|_{L_0} = -p \cdot 3L_0^2.$$

Inserting this slope into the previous theorem yields

$$3pV = -L_0\,(-3pL_0^2) = 2K_{x_0}(L_0) + C_{x_0}(L_0).$$

At zero pressure this becomes the familiar balance $2K_{x_0} + C_{x_0} = 0$. In the code, `hcube` differentiates $L^3$, `hd` is the chain rule, and `linear_combination h` does the final rearrangement.

For a non-relativistic all-electron Hartree–Fock or full configuration-interaction calculation with pure Coulomb interactions, nuclei at fixed positions relative to the box and a fixed set of integer plane-wave vectors, the relation gives the isotropic pressure from the two energies of an exact minimizer within that basis, with no response calculation, provided the minimum energy is differentiable at that volume. Kohn–Sham calculations are not covered in general, because their correlation energy does not scale as $1/L$. A basis chosen by a fixed energy cutoff changes its set of vectors with $L$, and then $X$ is no longer the same at every length.

## Degenerate minimizers

```lean
/-- Where the envelope is differentiable, any two states touching it have the same kinetic
energy and the same Coulomb energy. -/
theorem touching_states_same_energies {E : ℝ → ℝ} {T U : X → ℝ}
    (hE : IsLowerEnvelope E T U) {x y : X} {L₀ : ℝ} (hL : 0 < L₀)
    (hx : E L₀ = stateEnergy T U x L₀) (hy : E L₀ = stateEnergy T U y L₀)
    (hd : DifferentiableAt ℝ E L₀) :
    kinetic T x L₀ = kinetic T y L₀ ∧ coulomb U x L₀ = coulomb U y L₀ := by
  have h1 := virial_of_envelope hE hL hx hd.hasDerivAt
  have h2 := virial_of_envelope hE hL hy hd.hasDerivAt
  -- equal totals and equal virials fix both parts
  unfold stateEnergy at hx hy
  constructor <;> linarith
```

Suppose two states $x$ and $y$ both touch $E$ at $L_0$, and $E$ is differentiable there. `DifferentiableAt ℝ E L₀` says that some derivative exists, without naming its value. Touching gives equal totals, and the virial relation, applied to each state with the same slope, gives a second equation. With all energies taken at $L_0$,

$$K_x + C_x = K_y + C_y, \qquad 2K_x + C_x = 2K_y + C_y.$$

Subtracting the first from the second leaves $K_x = K_y$, and then $C_x = C_y$. The symbol `∧` in the conclusion means "and". In the proof `h1` and `h2` are the two virial relations, `constructor` splits the conclusion into its halves, and `linarith` solves the linear equations for each. The states themselves may still be different.

```lean
/-- If two states touching the envelope at `L₀` have different kinetic energies, the
envelope is not differentiable at `L₀`. -/
theorem not_differentiableAt_of_kinetic_ne {E : ℝ → ℝ} {T U : X → ℝ}
    (hE : IsLowerEnvelope E T U) {x y : X} {L₀ : ℝ} (hL : 0 < L₀)
    (hx : E L₀ = stateEnergy T U x L₀) (hy : E L₀ = stateEnergy T U y L₀)
    (hne : kinetic T x L₀ ≠ kinetic T y L₀) : ¬ DifferentiableAt ℝ E L₀ :=
  fun hd => hne (touching_states_same_energies hE hL hx hy hd).1
```

This is the same fact read backwards. If two touching states have different kinetic energies at $L_0$, then $E$ has no derivative there. In Lean a negation `¬ P` is proved by a function that turns a proof of `P` into a contradiction. Here `hd` is the supposed differentiability, the previous theorem turns it into equal kinetic energies, `.1` selects that half of its conclusion, and `hne` contradicts it.

At such a length the virial expressions of the two states disagree, and neither is the derivative of $E$, since there is none.

## A level crossing with two states

```lean
/-- The lower of the two energy curves `1/L² - 1/L` and `2/L² - 2/L` is not differentiable
at `L = 1`. -/
theorem two_state_kink :
    ¬ DifferentiableAt ℝ (fun L : ℝ => min (1 / L ^ 2 - 1 / L) (2 / L ^ 2 - 2 / L)) 1 := by
  refine not_differentiableAt_of_kinetic_ne (X := Bool)
    (T := fun b => cond b 1 2) (U := fun b => cond b (-1) (-2))
    (x := true) (y := false) ?_ one_pos ?_ ?_ ?_
  · intro b L _
    cases b
    · refine (min_le_right _ _).trans_eq ?_
      show (2 : ℝ) / L ^ 2 - 2 / L = 2 / L ^ 2 + (-2) / L
      ring
    · refine (min_le_left _ _).trans_eq ?_
      show (1 : ℝ) / L ^ 2 - 1 / L = 1 / L ^ 2 + (-1) / L
      ring
  · norm_num [stateEnergy, kinetic, coulomb]
  · norm_num [stateEnergy, kinetic, coulomb]
  · norm_num [kinetic]
```

A small model, with numbers chosen for illustration and not taken from a particular physical system, has two states with energies

$$e_1(L) = \frac{1}{L^2} - \frac{1}{L}, \qquad e_2(L) = \frac{2}{L^2} - \frac{2}{L}.$$

Both vanish at $L = 1$, where the kinetic energies are $1$ and $2$. The preceding theorem therefore rules out a derivative of $\min(e_1, e_2)$ at that point. The kink can also be seen directly: since $e_2 - e_1 = (1 - L)/L^2$, the first state is lower for $L < 1$ and the second for $L > 1$, so the slope changes from $-1$ on the left to $-2$ on the right.

Lean takes `Bool`, the type with elements `true` and `false`, as the set of states. The expression `cond b 1 2` is $1$ for `true` and $2$ for `false`, so `true` is the first state. Each `?_` leaves a condition to be checked. The first is that the minimum never lies above either curve, handled state by state with `cases b`. The other three are numerical facts at $L = 1$, settled by `norm_num`: both states touch, and their kinetic energies differ.

## A minimizer that moves with the box

```lean
/-- For `T(x) = x² + 1` and `U(x) = -2x` the function `1/L² - 1` is a lower envelope with
slope `-2/L³`, and at each `L > 0` it is touched by the state `x = L` only. -/
theorem virial_of_envelope_witness :
    IsLowerEnvelope (fun L : ℝ => 1 / L ^ 2 - 1)
      (fun x : ℝ => x ^ 2 + 1) (fun x : ℝ => -2 * x) ∧
    ∀ L : ℝ, 0 < L →
      HasDerivAt (fun L : ℝ => 1 / L ^ 2 - 1) (-2 / L ^ 3) L ∧
      ∀ x : ℝ, 1 / L ^ 2 - 1 =
        stateEnergy (fun x : ℝ => x ^ 2 + 1) (fun x : ℝ => -2 * x) x L ↔ x = L := by
  -- completing the square in `x / L`
  have key : ∀ x L : ℝ, stateEnergy (fun x : ℝ => x ^ 2 + 1) (fun x : ℝ => -2 * x) x L
      = 1 / L ^ 2 - 1 + (x / L - 1) ^ 2 := by
    intro x L
    simp only [stateEnergy, kinetic, coulomb]
    ring
  refine ⟨?_, ?_⟩
  · intro x L _
    rw [key]
    exact le_add_of_nonneg_right (sq_nonneg _)
  · intro L hL
    have hL' : L ≠ 0 := hL.ne'
    refine ⟨?_, ?_⟩
    · have hp : HasDerivAt (fun y : ℝ => y ^ 2) (2 * L) L := by
        simpa using hasDerivAt_pow 2 L
      have h := ((hasDerivAt_const L (1 : ℝ)).fun_div hp (pow_ne_zero 2 hL')).sub_const 1
      refine HasDerivAt.congr_deriv h ?_
      field_simp
      ring
    · intro x
      rw [key]
      constructor
      · intro h
        have hsq : (x / L - 1) ^ 2 = 0 := by linarith
        have hone : x / L = 1 := sub_eq_zero.mp (pow_eq_zero_iff two_ne_zero |>.mp hsq)
        exact (div_eq_one_iff_eq hL').mp hone
      · intro h
        rw [h, div_self hL']
        ring

end

end CoulombVirialEnvelope
```

The last example has a state for every real number $x$, with $T(x) = x^2 + 1$ and $U(x) = -2x$. It is a one-parameter model, not a particular physical system. Completing the square gives, for $L > 0$,

$$e_x(L) = \frac{x^2 + 1}{L^2} - \frac{2x}{L} = \frac{1}{L^2} - 1 + \left(\frac{x}{L} - 1\right)^2.$$

The square is never negative, so $E(L) = 1/L^2 - 1$ is a lower envelope. The square vanishes exactly when $x = L$, so at each length there is one touching state, and that state changes with the box. The slope is $E' = -2/L^3$, which is never zero.

The theorem states these three facts: the envelope property, the slope, and the equivalence (`↔`) between touching and $x = L$. They supply what the virial relation requires, and its two sides can be compared by hand. For $x = L$ the kinetic energy is $1 + 1/L^2$ and the Coulomb energy is $-2$, so

$$2K_x(L) + C_x(L) = \frac{2}{L^2} = -L\left(-\frac{2}{L^3}\right).$$

In the proof, `key` is the completed square. The envelope property follows from `sq_nonneg`, which says that squares are non-negative, and the slope from the quotient rule as before. For the equivalence, one direction sets the square to zero and solves for $x$, and the other substitutes $x = L$.

```lean
#print axioms CoulombVirialEnvelope.virial_of_envelope
#print axioms CoulombVirialEnvelope.virial_pressure
#print axioms CoulombVirialEnvelope.two_state_kink
```

```
'CoulombVirialEnvelope.virial_of_envelope' depends on axioms: [propext, Classical.choice, Quot.sound]
'CoulombVirialEnvelope.virial_pressure' depends on axioms: [propext, Classical.choice, Quot.sound]
'CoulombVirialEnvelope.two_state_kink' depends on axioms: [propext, Classical.choice, Quot.sound]
```
